# A lattice Levinson relation: the phase of a real polynomial Jost function with no zero on the unit circle advances across the band by π per root inside the disc

The asymptotic wave function at one energy fixes a phase shift only up to a multiple of $\pi$, because the wave function may be multiplied by $-1$. At the two edges of a lattice band the Jost function is real, so its phase there is itself a multiple of $\pi$. The difference of two phase shifts read off separately at the edges is therefore some multiple of $\pi$ with nothing to say which one, and it cannot tell a potential that binds no state from one that binds several. Following the phase continuously through the band settles the multiple. When the Jost function is a real polynomial in $z=e^{ik}$, with $k$ the wave number, and has no zero on $|z|=1$, the phase of the Jost function changes from $k=0$ to $k=\pi$ by $\pi$ times the number of roots in $|z|<1$, counted with multiplicity.

## The chain behind the polynomial

Take one particle on sites $n\ge 1$ with amplitudes $\psi_n$, hopping $t>0$, real on-site energies $V_n$ of finite range, and a wall $\psi_0=0$. The band is $E=-2t\cos k=-t(z+z^{-1})$ with $k\in[0,\pi]$. Start from $\psi_n=z^n$ beyond the range and recurse inward,
$$\psi_{n-1}=(z+z^{-1}+V_n/t)\,\psi_n-\psi_{n+1},$$
ignoring the wall. The value reached at $n=0$ is a real polynomial $f(z)$, for example $1+(V_1/t)z$ for a single impurity on site 1. A root with $|z|<1$ gives a decaying solution that satisfies the wall condition, a bound state below or above the band. In the band, with $f(e^{ik})=\rho(k)e^{i\delta(k)}$ for real $\rho$ and $\delta$, the solution vanishing at the wall behaves as $\sin(kn-\delta)$ beyond the range, so the phase shift is $\eta=-\delta$. The theorems below begin from an arbitrary real polynomial, and this route from the chain to $f$, to bound states and to $\eta$ is interpretation that none of them establishes.

```lean
import Mathlib

open Polynomial MeasureTheory intervalIntegral
open scoped Real ComplexConjugate

namespace LatticeLevinson

noncomputable section
```

The point $z=e^{ik}$ is `band k`, and $f(e^{ik})$ is `jost f k`, where `f : ℝ[X]` makes the coefficients real and `aeval` evaluates at a complex argument.

```lean
/-- The point `z = exp(ik)` of the unit circle attached to the wave number `k`. -/
def band (k : ℝ) : ℂ := Complex.exp (k * Complex.I)

/-- The lattice Jost function: the real polynomial `f` evaluated at `z = exp(ik)`. -/
def jost (f : ℝ[X]) (k : ℝ) : ℂ := aeval (band k) f
```

To avoid choosing a branch of the argument, the main object is the rate
$$R_f(k)=\operatorname{Re}\frac{z f'(z)}{f(z)}\Big|_{z=e^{ik}},$$
later shown to equal $d\delta/dk$. For the linear factor $z-w$ with complex $w$ it becomes $r_w(k)=\operatorname{Re}\,z/(z-w)$.

```lean
/-- The phase rate `Re (z f'(z) / f(z))` at `z = exp(ik)`. -/
def phaseRate (f : ℝ[X]) (k : ℝ) : ℝ :=
  (band k * aeval (band k) (derivative f) / jost f k).re

/-- The rate `Re (z / (z - w))` at `z = exp(ik)` contributed by one root `w`. -/
def rootRate (w : ℂ) (k : ℝ) : ℝ := (band k / (band k - w)).re
```

The count $N$ is taken over `f.aroots ℂ`, the multiset of complex roots, so multiplicity is included. Roots need not be real or simple, and a root at $z=0$ is counted.

```lean
/-- The number of complex roots of `f` inside the unit disc, with multiplicity. -/
def boundCount (f : ℝ[X]) : ℕ := ((f.aroots ℂ).filter (fun w : ℂ => ‖w‖ < 1)).card
```

## One root and Cauchy's formula

If $|w|\ne1$ then $e^{ik}-w$ never vanishes, since $|e^{ik}|=1$, and $z/(z-w)$ is continuous in $k$.

```lean
/-- For `w` off the unit circle, `z / (z - w)` at `z = exp(ik)` is continuous in `k`. -/
theorem kernel_continuous {w : ℂ} (hw : ‖w‖ ≠ 1) :
    Continuous fun k => band k / (band k - w) := by
  have hne : ∀ k, band k - w ≠ 0 := fun k h =>
    hw (by rw [← sub_eq_zero.mp h]; exact Complex.norm_exp_ofReal_mul_I k)
  have hb : Continuous band := by unfold band; fun_prop
  exact hb.div (hb.sub continuous_const) hne
```

On the circle $dz=iz\,dk$, so
$$\oint_{|z|=1}\frac{dz}{z-w}=i\int_0^{2\pi}\frac{z}{z-w}\,dk .$$
The left side is $2\pi i$ for $|w|<1$, and $0$ for $|w|>1$ because the integrand is holomorphic on the closed disc. Cancelling $i$ and taking real parts gives $\int_0^{2\pi}r_w\,dk=2\pi$ or $0$. The substitution $k\to2\pi-k$ folds the lower half of the circle onto the band,
$$\int_0^\pi\big[r_w(k)+r_w(2\pi-k)\big]dk=\int_0^\pi r_w\,dk+\int_\pi^{2\pi}r_w\,dk=\begin{cases}2\pi,&|w|<1,\\0,&|w|>1.\end{cases}$$
In the proof `hI` is the parametrisation, the two branches of `hfull` are the two Cauchy cases, `hre` moves the real part through the integral, and `h2` is the substitution.

```lean
/-- For `w` off the unit circle, the root rates at `k` and `2π - k` together integrate over
the band `[0, π]` to `2π` if `w` is inside the disc and to `0` otherwise. -/
theorem root_pair_phase {w : ℂ} (hw : ‖w‖ ≠ 1) :
    ∫ k in (0 : ℝ)..π, (rootRate w k + rootRate w (2 * π - k))
      = if ‖w‖ < 1 then 2 * π else 0 := by
  have hc := kernel_continuous hw
  have hr : Continuous (rootRate w) := Complex.continuous_re.comp hc
  have hI : (∮ z in C(0, 1), (z - w)⁻¹)
      = Complex.I * ∫ k in (0 : ℝ)..2 * π, band k / (band k - w) := by
    rw [← intervalIntegral.integral_const_mul]
    unfold circleIntegral
    refine intervalIntegral.integral_congr fun k _ => ?_
    simp only [deriv_circleMap]
    simp only [circleMap, band, smul_eq_mul, Complex.ofReal_one, zero_add, one_mul,
      div_eq_mul_inv]
    ring
  -- Cauchy's formula for the simple pole at `w`
  have hfull : ∫ k in (0 : ℝ)..2 * π, band k / (band k - w)
      = ((if ‖w‖ < 1 then 2 * π else 0 : ℝ) : ℂ) := by
    apply mul_left_cancel₀ Complex.I_ne_zero
    rw [← hI]
    split_ifs with h
    · rw [circleIntegral.integral_sub_inv_of_mem_ball (by simpa using h)]
      push_cast
      ring
    · have hz : ∀ z ∈ Metric.closedBall (0 : ℂ) 1, z - w ≠ 0 := by
        intro z hz h0
        rw [sub_eq_zero.mp h0, mem_closedBall_zero_iff] at hz
        exact h (lt_of_le_of_ne hz hw)
      have hd : Differentiable ℂ (fun z : ℂ => z - w) := by fun_prop
      have h0 : (∮ z in C(0, 1), (z - w)⁻¹) = 0 :=
        Complex.circleIntegral_eq_zero_of_differentiable_on_off_countable zero_le_one
          Set.countable_empty (hd.continuous.continuousOn.inv₀ hz)
          (fun z hz' => (hd z).inv (hz z (Metric.ball_subset_closedBall hz'.1)))
      rw [h0]
      simp
  have hi : IntervalIntegrable (fun k => band k / (band k - w)) volume 0 (2 * π) :=
    hc.intervalIntegrable _ _
  have hre := Complex.reCLM.intervalIntegral_comp_comm hi
  simp only [Complex.reCLM_apply] at hre
  rw [hfull, Complex.ofReal_re] at hre
  -- the reflected term covers the lower half of the circle
  have h2 : ∫ k in (0 : ℝ)..π, rootRate w (2 * π - k) = ∫ k in π..2 * π, rootRate w k := by
    rw [integral_comp_sub_left (fun k => rootRate w k), show 2 * π - π = π by ring, sub_zero]
  have hr2 : Continuous fun k => rootRate w (2 * π - k) := hr.comp (by fun_prop)
  rw [intervalIntegral.integral_add (hr.intervalIntegrable _ _) (hr2.intervalIntegrable _ _),
    h2, integral_add_adjacent_intervals (hr.intervalIntegrable _ _) (hr.intervalIntegrable _ _)]
  exact hre
```

## Reflection symmetry of a real polynomial

Over half the circle a single complex root does not in general contribute $\pi$, and the reality of $f$ is what restores the count. Under $k\to2\pi-k$ the point $z$ goes to $\bar z$ (`hb`), and $p(\bar z)=\overline{p(z)}$ for every real polynomial $p$ (`ha`), in particular for $f$ and $f'$. The quotient $zf'/f$ is conjugated and its real part is unchanged:
$$R_f(2\pi-k)=R_f(k).$$

```lean
/-- The phase rate of a real polynomial is unchanged under `k ↦ 2π - k`. -/
theorem phaseRate_reflect (f : ℝ[X]) (k : ℝ) : phaseRate f (2 * π - k) = phaseRate f k := by
  have hb : band (2 * π - k) = conj (band k) := by
    have e : ((2 * π - k : ℝ) : ℂ) * Complex.I
        = conj ((k : ℂ) * Complex.I) + 2 * π * Complex.I := by
      rw [map_mul, Complex.conj_ofReal, Complex.conj_I]; push_cast; ring
    unfold band
    rw [← Complex.exp_conj, e, Complex.exp_add, Complex.exp_two_pi_mul_I, mul_one]
  have ha : ∀ p : ℝ[X], aeval (conj (band k)) p = conj (aeval (band k) p) := fun p =>
    aeval_algHom_apply Complex.conjAe (band k) p
  unfold phaseRate jost
  rw [hb, ha f, ha (derivative f), ← map_mul, ← map_div₀, Complex.conj_re]
```

## Splitting the rate over the roots

Over $\mathbb C$ the polynomial factorises as $f(z)=c\prod_j(z-w_j)$, with $c$ the leading coefficient and $w_j$ the roots repeated by multiplicity. For a factor $z-a$ times a polynomial $Q$ the product rule gives
$$\frac{z\,[(z-a)Q]'}{(z-a)Q}=\frac{z}{z-a}+\frac{zQ'}{Q},$$
and induction on the number of factors, with $c$ cancelling, gives $R_f(k)=\sum_j r_{w_j}(k)$ wherever $f(e^{ik})\neq0$. The induction is `key`, the factorisation is `hF`, and `h1`, `h2` evaluate it and its derivative at $z$. For a nonzero constant $f$ both sides vanish.

```lean
/-- Where the Jost function is nonzero, its phase rate is the sum of the rates of its roots. -/
theorem phaseRate_eq_sum (f : ℝ[X]) (k : ℝ) (h : jost f k ≠ 0) :
    phaseRate f k = ((f.aroots ℂ).map fun w => rootRate w k).sum := by
  have key : ∀ s : Multiset ℂ, eval (band k) (s.map fun a => X - C a).prod ≠ 0 →
      (band k * eval (band k) (derivative (s.map fun a => X - C a).prod)
        / eval (band k) (s.map fun a => X - C a).prod).re
        = (s.map fun w => rootRate w k).sum := by
    intro s
    induction s using Multiset.induction_on with
    | empty => simp
    | cons a s ih =>
      intro h
      simp only [Multiset.map_cons, Multiset.prod_cons, Multiset.sum_cons, derivative_mul,
        eval_add, eval_mul, eval_sub, eval_X, eval_C, derivative_sub, derivative_X,
        derivative_C, sub_zero, one_mul] at h ⊢
      obtain ⟨h1, h2⟩ := mul_ne_zero_iff.mp h
      rw [← ih h2, rootRate, ← Complex.add_re]
      congr 1
      field_simp
      try ring
  have ev : ∀ p : ℝ[X], eval (band k) (p.map (algebraMap ℝ ℂ)) = aeval (band k) p :=
    fun p => by rw [eval_map, aeval_def]
  -- factorisation over the complex numbers
  have hF := C_leadingCoeff_mul_prod_multiset_X_sub_C (p := f.map (algebraMap ℝ ℂ))
    (by exact IsAlgClosed.card_roots_eq_natDegree)
  have h1 := congrArg (eval (band k)) hF
  have h2 := congrArg (fun p => eval (band k) (derivative p)) hF
  rw [eval_mul, eval_C, ev] at h1
  simp only [derivative_mul, derivative_C, zero_mul, zero_add, eval_mul, eval_C,
    derivative_map, ev] at h2
  unfold phaseRate
  unfold jost at h ⊢
  rw [← h1] at h
  obtain ⟨hc, hQ⟩ := mul_ne_zero_iff.mp h
  rw [← h1, ← h2, aroots_def, ← key _ hQ, mul_left_comm (band k), mul_div_mul_left _ _ hc]
```

Summing the one-root result over any multiset of complex numbers off the circle gives $2\pi$ times the number inside. The induction carries continuity along, because splitting the integral of a sum (`hadd`) needs each term integrable; the final case split adds $2\pi$ or $0$.

```lean
/-- For roots all off the unit circle the summed rate is continuous, and its values at `k`
and `2π - k` together integrate over `[0, π]` to `2π` times the number of roots inside. -/
theorem sum_pair_phase (s : Multiset ℂ) (hs : ∀ w ∈ s, ‖w‖ ≠ 1) :
    (Continuous fun k => (s.map fun w => rootRate w k).sum) ∧
    ∫ k in (0 : ℝ)..π, ((s.map fun w => rootRate w k).sum
        + (s.map fun w => rootRate w (2 * π - k)).sum)
      = 2 * π * (s.filter (fun w : ℂ => ‖w‖ < 1)).card := by
  induction s using Multiset.induction_on with
  | empty =>
    refine ⟨?_, by simp⟩
    simp only [Multiset.map_zero, Multiset.sum_zero]
    exact continuous_const
  | cons a s ih =>
    obtain ⟨hc, hi⟩ := ih fun w hw => hs w (Multiset.mem_cons_of_mem hw)
    have ha := hs a (Multiset.mem_cons_self a s)
    have hr : Continuous (rootRate a) := Complex.continuous_re.comp (kernel_continuous ha)
    have hs2 : Continuous fun k : ℝ => 2 * π - k := by fun_prop
    simp only [Multiset.map_cons, Multiset.sum_cons]
    refine ⟨hr.add hc, ?_⟩
    have i1 : IntervalIntegrable (fun k => rootRate a k + rootRate a (2 * π - k)) volume 0 π :=
      (hr.add (hr.comp hs2)).intervalIntegrable _ _
    have i2 : IntervalIntegrable (fun k => (s.map fun w => rootRate w k).sum
        + (s.map fun w => rootRate w (2 * π - k)).sum) volume 0 π :=
      (hc.add (hc.comp hs2)).intervalIntegrable _ _
    have hadd := intervalIntegral.integral_add i1 i2
    rw [root_pair_phase ha, hi] at hadd
    refine (intervalIntegral.integral_congr fun k _ => ?_).trans (hadd.trans ?_)
    · ring
    · by_cases h : ‖a‖ < 1
      · rw [if_pos h, Multiset.filter_cons_of_pos (p := fun w : ℂ => ‖w‖ < 1) s h,
          Multiset.card_cons]
        push_cast
        ring
      · rw [if_neg h, Multiset.filter_cons_of_neg (p := fun w : ℂ => ‖w‖ < 1) s h, zero_add]
```

## The integral of the phase rate

By reflection and the root sum,
$$2R_f(k)=R_f(k)+R_f(2\pi-k)=\sum_j\big[r_{w_j}(k)+r_{w_j}(2\pi-k)\big].$$
Integration over $[0,\pi]$ gives $2\pi N$, and halving gives
$$\int_0^\pi R_f(k)\,dk=\pi N .$$
The theorem `levinson_integral` states that for every real polynomial with $f(z)\ne0$ on $|z|=1$ the function $R_f$ is continuous on $\mathbb R$ and this identity holds. The hypothesis `hf` excludes the zero polynomial and, for the chain, a zero at a band edge $z=\pm1$, where a state sits at the threshold of binding. It is used twice, once for `hsum` and once to place every root off the circle.

```lean
/-- Root count of a real polynomial, integral form: with no root on the unit circle the phase rate
is continuous and integrates over `[0, π]` to `π` times the number of roots inside the disc. -/
theorem levinson_integral (f : ℝ[X]) (hf : ∀ z : ℂ, ‖z‖ = 1 → aeval z f ≠ 0) :
    Continuous (phaseRate f) ∧ ∫ k in (0 : ℝ)..π, phaseRate f k = π * boundCount f := by
  have hsum := fun k => phaseRate_eq_sum f k (hf _ (Complex.norm_exp_ofReal_mul_I k))
  obtain ⟨hc, hi⟩ := sum_pair_phase (f.aroots ℂ) fun w hw h => hf w h (mem_aroots'.mp hw).2
  refine ⟨hc.congr fun k => (hsum k).symm, ?_⟩
  have h2 : ∫ k in (0 : ℝ)..π, 2 * phaseRate f k = _ :=
    (intervalIntegral.integral_congr fun k _ => by
      rw [← hsum k, ← hsum (2 * π - k), phaseRate_reflect]
      ring).trans hi
  rw [intervalIntegral.integral_const_mul] at h2
  unfold boundCount
  linarith
```

## From the rate to the phase

Differentiating $f(e^{ik})=\rho e^{i\delta}$ in $k$, with $\rho'$ and $\delta'$ the derivatives in $k$, gives
$$iz f'(z)=(\rho'+i\rho\,\delta')\,e^{i\delta}.$$
Division by $if=i\rho e^{i\delta}$ yields $zf'/f=\delta'-i\rho'/\rho$, whose real part is $\delta'$. Here `h1` and `h2` are the two expressions for the derivative, `hu` equates them, `r` is $\rho'/\rho$, and `e` is the divided identity.

```lean
/-- If the Jost function is `ρ exp(iδ)` with real `ρ, δ` differentiable at `k` and is nonzero
there, then `dδ/dk` equals the phase rate. -/
theorem phase_deriv (f : ℝ[X]) {ρ δ : ℝ → ℝ} {ρ' δ' k : ℝ} (hρ : HasDerivAt ρ ρ' k)
    (hδ : HasDerivAt δ δ' k) (hpol : ∀ x, jost f x = ρ x * Complex.exp (δ x * Complex.I))
    (h : jost f k ≠ 0) : δ' = phaseRate f k := by
  have hb : HasDerivAt band (band k * (((1 : ℝ) : ℂ) * Complex.I)) k :=
    ((hasDerivAt_id' k).ofReal_comp.mul_const Complex.I).cexp
  have h1 : HasDerivAt (jost f)
      (aeval (band k) (derivative f) * (band k * (((1 : ℝ) : ℂ) * Complex.I))) k :=
    (f.hasDerivAt_aeval (band k)).comp k hb
  have h2 : HasDerivAt (jost f) (ρ' * Complex.exp (δ k * Complex.I)
      + ρ k * (Complex.exp (δ k * Complex.I) * (δ' * Complex.I))) k := by
    rw [funext hpol]
    exact hρ.ofReal_comp.fun_mul (hδ.ofReal_comp.mul_const Complex.I).cexp
  have hu := h1.unique h2
  rw [Complex.ofReal_one] at hu
  have h0 : (ρ k : ℂ) ≠ 0 := left_ne_zero_of_mul (by rw [← hpol k]; exact h)
  obtain ⟨r, hr⟩ : ∃ r : ℝ, (ρ' : ℂ) = r * ρ k :=
    ⟨ρ' / ρ k, by rw [Complex.ofReal_div, div_mul_cancel₀ _ h0]⟩
  -- `z f'/f = δ' - i ρ'/ρ`
  have e : band k * aeval (band k) (derivative f) / jost f k = δ' - r * Complex.I := by
    rw [div_eq_iff h, hpol]
    linear_combination (-Complex.I) * hu + (band k * aeval (band k) (derivative f)
      - δ' * ρ k * Complex.exp (δ k * Complex.I)) * Complex.I_sq
      - Complex.I * Complex.exp (δ k * Complex.I) * hr
  rw [phaseRate, e]
  simp
```

Since $\delta'=R_f$ everywhere and $R_f$ is continuous, the fundamental theorem of calculus gives
$$\delta(\pi)-\delta(0)=\pi N .$$
In `levinson_phase` the polar form is an assumption: real functions $\rho,\delta$, differentiable on all of $\mathbb R$, with `hpol` holding at every real argument. This stands for a phase unwrapped without jumps. The sign of $\rho$ is left free, and the conclusion holds for every admissible pair.

```lean
/-- Root count of a real polynomial, phase form (given `jost f = ρ exp(iδ)`, `ρ` differentiable):
with no root on the unit circle, a differentiable phase `δ` of the Jost function has `δ(π) - δ(0) =
π` times the number of roots inside. -/
theorem levinson_phase (f : ℝ[X]) (hf : ∀ z : ℂ, ‖z‖ = 1 → aeval z f ≠ 0) {ρ δ : ℝ → ℝ}
    (hρ : Differentiable ℝ ρ) (hδ : Differentiable ℝ δ)
    (hpol : ∀ x, jost f x = ρ x * Complex.exp (δ x * Complex.I)) :
    δ π - δ 0 = π * boundCount f := by
  obtain ⟨hc, hi⟩ := levinson_integral f hf
  have hd : ∀ k, HasDerivAt δ (phaseRate f k) k := fun k => by
    rw [← phase_deriv f (hρ k).hasDerivAt (hδ k).hasDerivAt hpol
      (hf _ (Complex.norm_exp_ofReal_mul_I k))]
    exact (hδ k).hasDerivAt
  rw [← hi, integral_eq_sub_of_hasDerivAt (fun k _ => hd k) (hc.intervalIntegrable _ _)]
```

With $\eta=-\delta$ the result reads $\eta(0)-\eta(\pi)=\pi N$. Levinson's theorem for the radial Schrödinger equation compares zero energy with infinite energy and counts eigenstates of a Hamiltonian. On the lattice the upper band edge takes the place of infinite energy, and the quantity counted by the theorems is roots of $f$. For the half-infinite chain described above, with its wall and finite-range potential and with no threshold zero, the relation gives a consistency check between a numerically unwrapped phase shift and the number of levels found outside the band.

## A root at the origin and a root at the band edge

For every natural number $n$, including $n=0$, the polynomial $f=z^n$ has no zero on the circle and has the polar form $\rho=1$, $\delta(k)=nk$. These are the conditions `hf` and `hpol` for a concrete family, with phase change $n\pi$. For $n\ge1$ the family is purely mathematical and does not come from a chain. Writing $\psi_m=z^m g_m$ turns the recursion into $g_{m-1}=(1+z^2+V_m z/t)\,g_m-z^2 g_{m+1}$ with $g=1$ beyond the range, so every chain polynomial has $f(0)=1$, and $z=0$ corresponds to no finite energy and no bound state. The case $n=0$ is the chain without a potential.

```lean
/-- `f = zⁿ` has no root on the unit circle and has polar form `ρ = 1`, `δ(k) = n k`. -/
theorem levinson_phase_witness (n : ℕ) :
    (∀ z : ℂ, ‖z‖ = 1 → aeval z (X ^ n : ℝ[X]) ≠ 0) ∧
    ∀ k : ℝ, jost (X ^ n) k = (1 : ℝ) * Complex.exp ((n * k : ℝ) * Complex.I) := by
  refine ⟨fun z hz => ?_, fun k => ?_⟩
  · rw [map_pow, aeval_X]
    exact pow_ne_zero _ (by rintro rfl; simp at hz)
  · rw [jost, map_pow, aeval_X, band, ← Complex.exp_nat_mul]
    push_cast
    rw [one_mul, mul_assoc]
```

The polynomial $f=z-1$ violates `hf` at $k=0$. Up to sign it is the single impurity with $V_1=-t$. For $0<k\le\pi$,
$$\operatorname{Re}\frac{z}{z-1}=\frac{\cos k\,(\cos k-1)+\sin^2k}{(\cos k-1)^2+\sin^2k}=\frac{1-\cos k}{2-2\cos k}=\frac12 ,$$
so the integral is $\pi/2$, half the contribution of a real root inside the disc. The positivity of the denominator is `hN`. At $k=0$ Lean's division by zero returns $0$, which does not affect the integral because `hk` is needed only on $(0,\pi]$.

```lean
/-- For `f = z - 1`, with its root at the band edge `k = 0`, the phase rate integrates over
`[0, π]` to `π / 2`. -/
theorem threshold_half : ∫ k in (0 : ℝ)..π, phaseRate (X - 1) k = π / 2 := by
  have hk : ∀ k ∈ Set.uIoc 0 π, phaseRate (X - 1) k = 1 / 2 := by
    intro k hk
    rw [Set.uIoc_of_le Real.pi_pos.le] at hk
    have hc := Real.cos_lt_cos_of_nonneg_of_le_pi le_rfl hk.2 hk.1
    rw [Real.cos_zero] at hc
    have h := Real.sin_sq_add_cos_sq k
    have hre : (band k).re = Real.cos k := Complex.exp_ofReal_mul_I_re k
    have him : (band k).im = Real.sin k := Complex.exp_ofReal_mul_I_im k
    have hN : 0 < (Real.cos k - 1) * (Real.cos k - 1) + Real.sin k * Real.sin k := by
      nlinarith
    simp only [phaseRate, jost, derivative_X, derivative_one, sub_zero,
      map_sub, aeval_X, map_one, mul_one]
    rw [Complex.div_re, Complex.normSq_apply]
    simp only [Complex.sub_re, Complex.sub_im, Complex.one_re, Complex.one_im, hre, him,
      sub_zero]
    rw [← add_div, div_eq_iff hN.ne']
    linear_combination (1 / 2) * h
  rw [intervalIntegral.integral_congr_ae (g := fun _ => 1 / 2) (ae_of_all _ hk),
    intervalIntegral.integral_const, smul_eq_mul]
  ring

end

end LatticeLevinson
```

```lean
#print axioms LatticeLevinson.levinson_phase
-- 'LatticeLevinson.levinson_phase' depends on axioms: [propext, Classical.choice, Quot.sound]
#print axioms LatticeLevinson.threshold_half
-- 'LatticeLevinson.threshold_half' depends on axioms: [propext, Classical.choice, Quot.sound]
```
